# In 1+1 dimensions the chirality matrix exchanges the two Dirac matrices and has a trace with two vectors that need not vanish

## A trace rule that fails in two dimensions

In four spacetime dimensions, the trace of the chirality matrix γ⁵ with two slashed vectors is zero. Carried over to one time and one space dimension, that rule deletes a term which is in general present: the trace there is twice an antisymmetric product of the two vectors. Signs matter too, because the same algebra relates the axial current to the vector current: a wrong sign in the product of one Dirac matrix with the chirality matrix reverses the corresponding component of that relation.

The setting is the fermion of the Schwinger model, which is quantum electrodynamics in 1+1 dimensions. Its spinor ψ has two complex components, and its Dirac matrices γ⁰ and γ¹ are 2 by 2 and satisfy

(γ⁰)² = 1, (γ¹)² = −1, γ⁰γ¹ = −γ¹γ⁰.

The chirality matrix is G = γ⁰γ¹. The word "duality" refers here to the exchange of γ⁰ and γ¹ under multiplication by G from the right. It is a matrix identity, and should not be confused with the equivalence between the Schwinger model and a theory of bosons.

The model is a common test case for simulations of gauge theories, and these identities can be used to check the spin algebra of a two-component fermion at one point, without gauge dynamics.

## The identities and their conventions

For complex two-vectors a and b, write

a̸ = a₀γ⁰ − a₁γ¹,

a·b = a₀b₀ − a₁b₁,

a∧b = a₁b₀ − a₀b₁.

The duality and the trace formula are

γ⁰G = γ¹, γ¹G = γ⁰,

tr(G a̸ b̸) = 2(a₁b₀ − a₀b₁).

In the Lean file, the two gamma matrices are a family `g : Fin 2 → Mat`, with `g 0` for γ⁰ and `g 1` for γ¹. The predicate `IsDirac g` contains the three algebraic relations and nothing else, so the theorems hold in every 2 by 2 representation. The definitions `chirality`, `slash`, `mink` and `wedge` stand for G, a̸, a·b and a∧b.

Read in words, `gamma_duality` says that any pair of matrices obeying the Dirac algebra satisfies both exchange relations. The theorem `trace_chirality_slash_slash` says that, for any such pair and any two complex vectors, the trace has the value displayed above.

Two conventions fix the signs. The metric has signature (+, −), and the numbers a₀ and a₁ are the time and space components of the vector before any index is lowered; the minus sign in a̸ comes from the metric. The order of the factors in G matters as well: with γ¹γ⁰ in its place, both exchange relations and the trace would change sign.

The Dirac bilinear is ψ̄Γψ = ψ†γ⁰Γψ, written `bilinear g Γ ψ`. Here ψ is a pair of complex numbers, not a quantum field. The usual conditions that γ⁰ is Hermitian and γ¹ anti-Hermitian are not assumed, so the space component of the vector current need not be real for every pair that the predicate admits. Current conservation and the axial anomaly involve derivatives and field theory, which do not enter.

## From the algebra to the traces

The first exchange relation uses only (γ⁰)² = 1:

γ⁰G = γ⁰γ⁰γ¹ = γ¹.

The second uses anticommutation and (γ¹)² = −1:

γ¹G = γ¹γ⁰γ¹ = −γ⁰γ¹γ¹ = γ⁰.

There is a converse. Suppose that (γ¹)² = −1 and γ¹γ⁰γ¹ = γ⁰. Multiplying the second equation by γ¹ from the right gives

γ⁰γ¹ = γ¹γ⁰(γ¹)² = −γ¹γ⁰.

Given the square of γ¹, the relation γ¹G = γ⁰ is therefore equivalent to anticommutation.

The duality gives the square of G at once:

G² = γ⁰(γ¹G) = γ⁰γ⁰ = 1.

For its trace, anticommute the factors and then use cyclicity:

tr G = tr(γ⁰γ¹) = −tr(γ¹γ⁰) = −tr(γ⁰γ¹) = −tr G,

so tr G = 0.

Next, multiply out two slashed vectors:

a̸ b̸ = a₀b₀(γ⁰)² − a₀b₁γ⁰γ¹ − a₁b₀γ¹γ⁰ + a₁b₁(γ¹)².

The squares are 1 and −1, and γ¹γ⁰ = −G. Hence

a̸ b̸ = (a·b) 1 + (a∧b) G.

Multiplication by G exchanges the roles of the two terms:

G a̸ b̸ = (a·b) G + (a∧b) 1.

Since tr G = 0 and tr 1 = 2, the trace is 2(a∧b), as stated.

For four vectors a, b, c, d, reduce each pair in the same way:

G a̸ b̸ c̸ d̸ = [(a·b)(c·d) + (a∧b)(c∧d)] G + [(a·b)(c∧d) + (a∧b)(c·d)] 1.

Only the second bracket survives the trace:

tr(G a̸ b̸ c̸ d̸) = 2[(a·b)(c∧d) + (a∧b)(c·d)].

Finally, put the exchange relations between spinors:

ψ̄γ⁰Gψ = ψ̄γ¹ψ, ψ̄γ¹Gψ = ψ̄γ⁰ψ.

The vector current has the time and space components ψ̄γ⁰ψ and ψ̄γ¹ψ, and the axial current has ψ̄γ⁰Gψ and ψ̄γ¹Gψ. The time component of the axial current is therefore the space component of the vector current, and the other way round.

## The Lean file

```lean
import Mathlib

open scoped Matrix

namespace SchwingerDuality

noncomputable section

/-- Complex 2 by 2 matrices. -/
abbrev Mat := Matrix (Fin 2) (Fin 2) ℂ

/-- The Dirac algebra in one time and one space dimension: `γ⁰` squares to `1`,
`γ¹` squares to `-1`, and the two anticommute. -/
structure IsDirac (g : Fin 2 → Mat) : Prop where
  sq_zero : g 0 * g 0 = 1
  sq_one : g 1 * g 1 = -1
  anti : g 0 * g 1 = -(g 1 * g 0)

/-- The chirality matrix `G = γ⁰ γ¹`. -/
def chirality (g : Fin 2 → Mat) : Mat := g 0 * g 1

/-- The slashed vector `a₀ γ⁰ - a₁ γ¹`. -/
def slash (g : Fin 2 → Mat) (a : Fin 2 → ℂ) : Mat := a 0 • g 0 - a 1 • g 1

/-- The Minkowski product `a₀ b₀ - a₁ b₁`. -/
def mink (a b : Fin 2 → ℂ) : ℂ := a 0 * b 0 - a 1 * b 1

/-- The antisymmetric product `a₁ b₀ - a₀ b₁`. -/
def wedge (a b : Fin 2 → ℂ) : ℂ := a 1 * b 0 - a 0 * b 1

/-- The Dirac bilinear `ψ† γ⁰ Γ ψ` of a spinor `ψ` with a matrix `Γ`. -/
def bilinear (g : Fin 2 → Mat) (Γ : Mat) (ψ : Fin 2 → ℂ) : ℂ :=
  star ψ ⬝ᵥ ((g 0 * Γ) *ᵥ ψ)

/-- An explicit pair of real gamma matrices. -/
def realGamma : Fin 2 → Mat := ![!![0, 1; 1, 0], !![0, 1; -1, 0]]

/-- The explicit pair `realGamma` satisfies the Dirac algebra. -/
theorem isDirac_witness : IsDirac realGamma := by
  constructor <;> ext i j <;> fin_cases i <;> fin_cases j <;>
    simp [realGamma, Matrix.mul_apply, Fin.sum_univ_succ]

/-- If `γ¹` squares to `-1`, then `γ¹ G = γ⁰` holds exactly when `γ⁰` and `γ¹`
anticommute. -/
theorem duality_iff_anticommute (g : Fin 2 → Mat) (h1 : g 1 * g 1 = -1) :
    g 1 * chirality g = g 0 ↔ g 0 * g 1 = -(g 1 * g 0) := by
  constructor
  · intro h
    have h' : g 1 * (g 0 * g 1) = g 0 := h
    -- multiply the duality relation by `γ¹` from the right
    calc g 0 * g 1 = (g 1 * (g 0 * g 1)) * g 1 := by rw [h']
      _ = g 1 * g 0 * (g 1 * g 1) := by simp only [mul_assoc]
      _ = -(g 1 * g 0) := by rw [h1, mul_neg, mul_one]
  · intro h
    have h10 : g 1 * g 0 = -(g 0 * g 1) := by rw [h, neg_neg]
    show g 1 * (g 0 * g 1) = g 0
    rw [← mul_assoc, h10, neg_mul, mul_assoc, h1, mul_neg, mul_one, neg_neg]

/-- Multiplication by the chirality matrix exchanges the two gamma matrices:
`γ⁰ G = γ¹` and `γ¹ G = γ⁰`. -/
theorem gamma_duality {g : Fin 2 → Mat} (h : IsDirac g) :
    g 0 * chirality g = g 1 ∧ g 1 * chirality g = g 0 := by
  refine ⟨?_, (duality_iff_anticommute g h.sq_one).2 h.anti⟩
  show g 0 * (g 0 * g 1) = g 1
  rw [← mul_assoc, h.sq_zero, one_mul]

/-- The chirality matrix squares to one and is traceless. -/
theorem chirality_sq_and_trace {g : Fin 2 → Mat} (h : IsDirac g) :
    chirality g * chirality g = 1 ∧ (chirality g).trace = 0 := by
  constructor
  · show g 0 * g 1 * chirality g = 1
    rw [mul_assoc, (gamma_duality h).2, h.sq_zero]
  · -- cyclicity and anticommutation show that the trace equals its negative
    have ht : (g 0 * g 1).trace = -(g 0 * g 1).trace := by
      calc (g 0 * g 1).trace = (-(g 1 * g 0)).trace := by rw [h.anti]
        _ = -(g 0 * g 1).trace := by rw [Matrix.trace_neg, Matrix.trace_mul_comm]
    show (g 0 * g 1).trace = 0
    linear_combination (1 / 2 : ℂ) * ht

/-- A product of two slashed vectors is their Minkowski product times the identity
plus their antisymmetric product times the chirality matrix. -/
theorem slash_mul_slash {g : Fin 2 → Mat} (h : IsDirac g) (a b : Fin 2 → ℂ) :
    slash g a * slash g b = mink a b • (1 : Mat) + wedge a b • chirality g := by
  have h10 : g 1 * g 0 = -(g 0 * g 1) := by rw [h.anti, neg_neg]
  simp only [slash, chirality, mink, wedge, sub_mul, mul_sub, smul_mul_assoc,
    mul_smul_comm, h.sq_zero, h.sq_one, h10]
  module

/-- The trace of the chirality matrix with two slashed vectors is
`2 (a₁ b₀ - a₀ b₁)`. -/
theorem trace_chirality_slash_slash {g : Fin 2 → Mat} (h : IsDirac g)
    (a b : Fin 2 → ℂ) :
    (chirality g * slash g a * slash g b).trace = 2 * (a 1 * b 0 - a 0 * b 1) := by
  obtain ⟨hsq, htr⟩ := chirality_sq_and_trace h
  rw [mul_assoc, slash_mul_slash h]
  -- only the term with `G² = 1` has a trace
  simp only [mul_add, mul_smul_comm, mul_one, hsq, Matrix.trace_add,
    Matrix.trace_smul, htr, Matrix.trace_one, Fintype.card_fin, smul_eq_mul,
    Nat.cast_ofNat, wedge]
  ring

/-- The trace of the chirality matrix with four slashed vectors, in terms of the
Minkowski and antisymmetric products of the first pair and of the second pair. -/
theorem trace_chirality_four_slash {g : Fin 2 → Mat} (h : IsDirac g)
    (a b c d : Fin 2 → ℂ) :
    (chirality g * slash g a * slash g b * slash g c * slash g d).trace
      = 2 * (mink a b * wedge c d + wedge a b * mink c d) := by
  obtain ⟨hsq, htr⟩ := chirality_sq_and_trace h
  -- group the vectors in pairs and reduce each pair
  have hprod : chirality g * slash g a * slash g b * slash g c * slash g d
      = (mink a b * mink c d + wedge a b * wedge c d) • chirality g
        + (mink a b * wedge c d + wedge a b * mink c d) • (1 : Mat) := by
    calc chirality g * slash g a * slash g b * slash g c * slash g d
        = chirality g * ((slash g a * slash g b) * (slash g c * slash g d)) := by
          simp only [mul_assoc]
      _ = _ := by
          rw [slash_mul_slash h a b, slash_mul_slash h c d]
          simp only [mul_add, add_mul, smul_mul_assoc, mul_smul_comm, mul_one,
            one_mul, hsq]
          module
  rw [hprod]
  simp only [Matrix.trace_add, Matrix.trace_smul, htr, Matrix.trace_one,
    Fintype.card_fin, smul_eq_mul, Nat.cast_ofNat]
  ring

/-- For every spinor, the time component of the axial current is the space component
of the vector current, and the space component of the axial current is the time
component of the vector current. -/
theorem axial_current_duality {g : Fin 2 → Mat} (h : IsDirac g) (ψ : Fin 2 → ℂ) :
    bilinear g (g 0 * chirality g) ψ = bilinear g (g 1) ψ ∧
      bilinear g (g 1 * chirality g) ψ = bilinear g (g 0) ψ :=
  ⟨by rw [(gamma_duality h).1], by rw [(gamma_duality h).2]⟩

end

end SchwingerDuality
```

```lean
#print axioms SchwingerDuality.trace_chirality_slash_slash
#print axioms SchwingerDuality.trace_chirality_four_slash
#print axioms SchwingerDuality.axial_current_duality
```

```
'SchwingerDuality.trace_chirality_slash_slash' depends on axioms: [propext, Classical.choice, Quot.sound]
'SchwingerDuality.trace_chirality_four_slash' depends on axioms: [propext, Classical.choice, Quot.sound]
'SchwingerDuality.axial_current_duality' depends on axioms: [propext, Classical.choice, Quot.sound]
```

## How the proof follows the algebra

The theorem `isDirac_witness` checks the three relations entry by entry for the explicit pair `realGamma`, which shows that the predicate `IsDirac` is satisfiable. For this pair, G is diagonal with entries −1 and 1. The later proofs use only the relations and never these entries.

The equivalence `duality_iff_anticommute` assumes only that γ¹ squares to −1. Its forward direction is the multiplication by γ¹ from the right, laid out as a `calc` chain. The reverse direction moves γ¹ past γ⁰ and then applies the square. `gamma_duality` takes the second exchange relation from this equivalence and proves the first by regrouping the product.

In `chirality_sq_and_trace`, the square of G follows from the duality. For the trace, `Matrix.trace_mul_comm` supplies cyclicity, and the intermediate fact `ht` says that the trace equals its own negative. The `linear_combination` step then halves that equation to conclude that the trace is zero.

The expansion of a̸ b̸ is `slash_mul_slash`. The `simp only` call distributes the product and inserts the Dirac relations, including γ¹γ⁰ = −γ⁰γ¹. The tactic `module` then collects the scalar coefficients of the identity and of G.

`trace_chirality_slash_slash` multiplies this expansion by G and takes the trace term by term. The factor 2 enters through `Matrix.trace_one`, as the size of the matrices. `trace_chirality_four_slash` first groups the four vectors into two pairs by associativity, applies the expansion to each, and records the resulting matrix as `hprod` before taking the trace.

The last theorem, `axial_current_duality`, rewrites the matrix inside each bilinear with the corresponding exchange relation. No property of the spinor is needed, so the equalities hold for every ψ, including zero.

## Fixing a representation from the start

The gamma matrices could also have been defined once and for all as the explicit pair `realGamma`. Each identity would then reduce to arithmetic with matrix entries, and no hypothesis `IsDirac g` would appear. The price would be generality: the theorems would concern that pair alone, and a calculation in another representation would need a separate argument to carry them over. The equivalence between duality and anticommutation would also lose its content, since both sides would simply be true of the chosen matrices.
